# The Moser–Veselov rigid-body step preserves the characteristic polynomial of $M + lJ^2$

Let $J$ be a real $n\times n$ mass matrix and $w$ an orthogonal step matrix, $w^T w = 1$; the discrete body angular momentum is $M = w^T J - J w$, and one time step of torque-free motion replaces it by $M' = w M w^T$. The characteristic polynomial of a matrix $Z$ is $\chi_Z(t) = \det(t\,1 - Z)$, and $l$ is a real parameter.

```lean
import Mathlib

open Matrix

namespace MoserVeselov

variable {n : Type*} [Fintype n] [DecidableEq n]

/-- The discrete body angular momentum `M = wᵀ J - J w` of a step matrix `w` and mass matrix `J`. -/
def bodyMomentum (J w : Matrix n n ℝ) : Matrix n n ℝ := wᵀ * J - J * w

/-- A discrete trajectory of the free rigid body: every step matrix is orthogonal, and the next one
solves the implicit equation `M (k+1) = w k * M k * (w k)ᵀ`. -/
structure IsTrajectory (J : Matrix n n ℝ) (w : ℕ → Matrix n n ℝ) : Prop where
  orthogonal : ∀ k, (w k)ᵀ * w k = 1
  step : ∀ k, bodyMomentum J (w (k + 1)) = w k * bodyMomentum J (w k) * (w k)ᵀ

omit [DecidableEq n] in
/-- For a symmetric mass matrix the body momentum is skew-symmetric. -/
theorem bodyMomentum_skew (J w : Matrix n n ℝ) (hJ : Jᵀ = J) :
    (bodyMomentum J w)ᵀ = -bodyMomentum J w := by
  simp [bodyMomentum, Matrix.transpose_sub, Matrix.transpose_mul, hJ]

/-- The updated momentum `w M wᵀ` equals `J wᵀ - w J`. -/
theorem momentum_update (J w : Matrix n n ℝ) (h : wᵀ * w = 1) :
    w * bodyMomentum J w * wᵀ = J * wᵀ - w * J := by
  have h' : w * wᵀ = 1 := mul_eq_one_comm.mp h
  calc w * bodyMomentum J w * wᵀ
      = (w * wᵀ) * (J * wᵀ) - w * J * (w * wᵀ) := by
        unfold bodyMomentum
        noncomm_ring
    _ = J * wᵀ - w * J := by rw [h', one_mul, mul_one]

/-- The momentum before the step appears in the product of two factors linear in `l`. -/
theorem factorization_before (J w : Matrix n n ℝ) (h : wᵀ * w = 1) (l : ℝ) :
    (wᵀ + l • J) * (w - l • J) = 1 - l • (bodyMomentum J w + l • (J * J)) := by
  rw [add_mul, mul_sub, mul_sub, h]
  simp only [bodyMomentum, Matrix.mul_smul, Matrix.smul_mul]
  module

/-- The momentum after the step appears in the product of the same two factors in reverse order. -/
theorem factorization_after (J w : Matrix n n ℝ) (h : wᵀ * w = 1) (l : ℝ) :
    (w - l • J) * (wᵀ + l • J) =
      1 - l • (w * bodyMomentum J w * wᵀ + l • (J * J)) := by
  have h' : w * wᵀ = 1 := mul_eq_one_comm.mp h
  rw [momentum_update J w h, sub_mul, mul_add, mul_add, h']
  simp only [Matrix.mul_smul, Matrix.smul_mul]
  module

/-- Adding the same multiple of the identity to two matrices with equal characteristic polynomials
keeps these polynomials equal. -/
theorem charpoly_shift (c : ℝ) (P Q : Matrix n n ℝ) (h : P.charpoly = Q.charpoly) :
    (c • (1 : Matrix n n ℝ) + P).charpoly = (c • (1 : Matrix n n ℝ) + Q).charpoly := by
  have key : ∀ (Z : Matrix n n ℝ) (t : ℝ),
      (c • (1 : Matrix n n ℝ) + Z).charpoly.eval t = Z.charpoly.eval (t - c) := by
    intro Z t
    rw [Matrix.eval_charpoly, Matrix.eval_charpoly]
    congr 1
    ext i j
    by_cases hij : i = j
    · subst hij
      simp
      ring
    · simp [hij]
  apply Polynomial.funext
  intro t
  rw [key, key, h]

/-- One Moser-Veselov step preserves the characteristic polynomial of `M + l J²` for every
real `l`, in any dimension. -/
theorem step_isospectral (J w : Matrix n n ℝ) (h : wᵀ * w = 1) (l : ℝ) :
    (w * bodyMomentum J w * wᵀ + l • (J * J)).charpoly =
      (bodyMomentum J w + l • (J * J)).charpoly := by
  by_cases hl : l = 0
  · -- without the parameter the two momenta are orthogonally conjugate
    subst hl
    simp only [zero_smul, add_zero]
    rw [Matrix.charpoly_mul_comm, ← mul_assoc, h, one_mul]
  · -- recover a matrix from the factorized form
    have hrec : ∀ X : Matrix n n ℝ,
        l⁻¹ • (1 : Matrix n n ℝ) + (-l⁻¹) • (1 - l • X) = X := by
      intro X
      rw [smul_sub, smul_smul, neg_mul, inv_mul_cancel₀ hl]
      module
    -- exchanging the two factors does not change the characteristic polynomial
    have hswap : ((-l⁻¹) • (1 - l • (bodyMomentum J w + l • (J * J)))).charpoly =
        ((-l⁻¹) • (1 - l • (w * bodyMomentum J w * wᵀ + l • (J * J)))).charpoly := by
      rw [← factorization_before J w h l, ← factorization_after J w h l,
        ← Matrix.smul_mul, Matrix.charpoly_mul_comm, Matrix.mul_smul]
    have hs := charpoly_shift l⁻¹ _ _ hswap
    rw [hrec, hrec] at hs
    exact hs.symm

/-- Along a discrete trajectory the characteristic polynomial of `M + l J²` keeps its initial value
at all times, for every real `l`. -/
theorem trajectory_isospectral (J : Matrix n n ℝ) (w : ℕ → Matrix n n ℝ)
    (hw : IsTrajectory J w) (l : ℝ) (k : ℕ) :
    (bodyMomentum J (w k) + l • (J * J)).charpoly =
      (bodyMomentum J (w 0) + l • (J * J)).charpoly := by
  induction k with
  | zero => rfl
  | succ k ih => rw [hw.step k, step_isospectral J (w k) (hw.orthogonal k) l, ih]

/-- One Moser-Veselov step preserves the quadratic function `tr (M² J²)` of the momentum. -/
theorem quadratic_invariant (J w : Matrix n n ℝ) (h : wᵀ * w = 1) :
    ((w * bodyMomentum J w * wᵀ) * (w * bodyMomentum J w * wᵀ) * (J * J)).trace =
      (bodyMomentum J w * bodyMomentum J w * (J * J)).trace := by
  have h' : w * wᵀ = 1 := mul_eq_one_comm.mp h
  generalize hM : bodyMomentum J w = M
  unfold bodyMomentum at hM
  have h1 : wᵀ * J = M + J * w := by rw [← hM]; abel
  have h2 : J * w = wᵀ * J - M := by rw [← hM]; abel
  -- the squared mass matrix seen from the rotated frame
  have key : wᵀ * (J * J) * w = M * (wᵀ * J - M) + J * J - J * w * M := by
    calc wᵀ * (J * J) * w = (wᵀ * J) * (J * w) := by noncomm_ring
      _ = (M + J * w) * (wᵀ * J - M) := congrArg₂ (· * ·) h1 h2
      _ = M * (wᵀ * J - M) + J * (w * wᵀ) * J - J * w * M := by noncomm_ring
      _ = M * (wᵀ * J - M) + J * J - J * w * M := by rw [h', mul_one]
  have e1 : (w * M * wᵀ) * (w * M * wᵀ) * (J * J) = w * (M * M * wᵀ * (J * J)) := by
    calc (w * M * wᵀ) * (w * M * wᵀ) * (J * J)
        = w * M * (wᵀ * w) * (M * wᵀ * (J * J)) := by noncomm_ring
      _ = w * (M * M * wᵀ * (J * J)) := by rw [h, mul_one]; noncomm_ring
  have e2 : M * M * wᵀ * (J * J) * w =
      M * (M * M * (J * w)) + M * M * (J * J) - M * M * (J * w) * M := by
    calc M * M * wᵀ * (J * J) * w = M * M * (wᵀ * (J * J) * w) := by noncomm_ring
      _ = M * M * (M * (J * w) + J * J - J * w * M) := by rw [key, ← h2]
      _ = _ := by noncomm_ring
  -- the two cubic terms cancel under the trace
  rw [e1, Matrix.trace_mul_comm, e2, Matrix.trace_sub, Matrix.trace_add,
    Matrix.trace_mul_comm M (M * M * (J * w))]
  ring

/-- The sequence of step matrices that alternates between `w` and `-wᵀ`. -/
def alternating (w : Matrix n n ℝ) (k : ℕ) : Matrix n n ℝ := if Even k then w else -wᵀ

/-- For every orthogonal `w` the alternating sequence is a discrete trajectory. -/
theorem alternating_isTrajectory (J w : Matrix n n ℝ) (h : wᵀ * w = 1) :
    IsTrajectory J (alternating w) := by
  have h' : w * wᵀ = 1 := mul_eq_one_comm.mp h
  have hn : (-wᵀ)ᵀ * (-wᵀ) = 1 := by
    rw [Matrix.transpose_neg, Matrix.transpose_transpose, neg_mul_neg, h']
  refine ⟨fun k => ?_, fun k => ?_⟩
  · by_cases hk : Even k
    · simpa only [alternating, if_pos hk] using h
    · simpa only [alternating, if_neg hk] using hn
  · by_cases hk : Even k
    · have hk' : ¬ Even (k + 1) := by simpa [Nat.even_add_one] using hk
      simp only [alternating, if_pos hk, if_neg hk']
      rw [momentum_update J w h, bodyMomentum, Matrix.transpose_neg,
        Matrix.transpose_transpose]
      noncomm_ring
    · have hk' : Even (k + 1) := Nat.even_add_one.mpr hk
      simp only [alternating, if_neg hk, if_pos hk']
      rw [momentum_update J (-wᵀ) hn, bodyMomentum, Matrix.transpose_neg,
        Matrix.transpose_transpose]
      noncomm_ring

/-- With `J = diag(1, 2, 3)` and a cyclic permutation of the three axes, the alternating sequence is
a discrete trajectory whose momentum changes in the first step. -/
theorem trajectory_witness :
    IsTrajectory (Matrix.diagonal ![(1 : ℝ), 2, 3])
      (alternating !![0, 0, 1; 1, 0, 0; 0, 1, 0]) ∧
    bodyMomentum (Matrix.diagonal ![(1 : ℝ), 2, 3])
      (alternating !![0, 0, 1; 1, 0, 0; 0, 1, 0] 1) ≠
    bodyMomentum (Matrix.diagonal ![(1 : ℝ), 2, 3])
      (alternating !![0, 0, 1; 1, 0, 0; 0, 1, 0] 0) := by
  constructor
  · apply alternating_isTrajectory
    ext i j
    fin_cases i <;> fin_cases j <;> simp [Matrix.mul_apply, Fin.sum_univ_succ]
  · intro h
    have h01 := congrFun (congrFun h 0) 1
    -- a diagonal mass matrix only rescales the entries of the step matrix
    simp only [alternating, bodyMomentum, Matrix.sub_apply, Matrix.mul_diagonal,
      Matrix.diagonal_mul, Matrix.transpose_apply] at h01
    norm_num [Matrix.neg_apply, Matrix.transpose_apply] at h01

end MoserVeselov
```

```lean
#print axioms MoserVeselov.bodyMomentum_skew
#print axioms MoserVeselov.step_isospectral
#print axioms MoserVeselov.trajectory_isospectral
#print axioms MoserVeselov.quadratic_invariant
```

```
'MoserVeselov.bodyMomentum_skew' depends on axioms: [propext, Classical.choice, Quot.sound]
'MoserVeselov.step_isospectral' depends on axioms: [propext, Classical.choice, Quot.sound]
'MoserVeselov.trajectory_isospectral' depends on axioms: [propext, Classical.choice, Quot.sound]
'MoserVeselov.quadratic_invariant' depends on axioms: [propext, Classical.choice, Quot.sound]
```

## Conserved quantities of the step

The central theorem, `step_isospectral`, says that for every real $J$, every orthogonal $w$ and every real $l$,

$$\chi_{M' + lJ^2} = \chi_{M + lJ^2}.$$

Each coefficient of this polynomial in $t$ is therefore unchanged by the step, whatever the value of $l$. The dimension is arbitrary but finite: `n` is a finite index type, and $J^2$ is written `J * J`.

`trajectory_isospectral` extends the statement to a sequence of step matrices $w_0, w_1, \dots$ with momenta $M_k = w_k^T J - J w_k$: the polynomial of $M_k + lJ^2$ equals that of $M_0 + lJ^2$ for all $k$. `quadratic_invariant` gives one conserved function explicitly, $\operatorname{tr}(M^2J^2)$.

None of these theorems assumes that $J$ is symmetric. A physical mass matrix is symmetric, and `bodyMomentum_skew` uses that hypothesis to obtain $M^T = -M$, as an angular momentum should satisfy.

## The free rigid body in discrete time

Let $X_k$ be the attitude at step $k$, the orthogonal matrix that takes body coordinates to space coordinates. The convention for the step matrix is $w_k = X_{k+1}^T X_k$. The spatial momentum $X_k M_k X_k^T$ of a free body is constant, so

$$M_{k+1} = X_{k+1}^T X_k\, M_k\, X_k^T X_{k+1} = w_k M_k w_k^T .$$

This is the field `step` of the structure `IsTrajectory`; the field `orthogonal` requires $w_k^T w_k = 1$. The attitudes do not appear in the file, which takes the equation for the momenta as its definition of the dynamics.

The matrix $J$ holds the second moments of the mass distribution. In three dimensions the usual inertia tensor is $(\operatorname{tr} J)\,1 - J$. For a small time step $h$ and body angular velocity matrix $\Omega$, $w \approx 1 - h\Omega$ and $M \approx h(\Omega J + J\Omega)$, so $M$ carries a factor $h$ relative to the ordinary angular momentum.

The scheme is implicit. Once $M_{k+1}$ is known, the next step matrix has to be found as an orthogonal solution of $w_{k+1}^T J - J w_{k+1} = M_{k+1}$. The theorems apply to any sequence of orthogonal matrices that satisfies the equation of motion exactly; they do not address whether a solution exists, which of several solutions to choose, or how a numerical solver's error affects the invariants. Orthogonality also admits determinant $-1$, so improper steps are included.

For molecular simulation, the result describes exact invariants of an integrator for the rotation of a rigid molecule, restricted to torque-free motion and exact arithmetic. It establishes conservation, but not the independence and Poisson commutation of the invariants that integrability in the Liouville sense would require.

## Two factors in either order

Since $w$ is square, $w^Tw = 1$ also gives $ww^T = 1$. The updated momentum becomes

$$M' = w(w^TJ - Jw)w^T = Jw^T - wJ,$$

which is `momentum_update`. Now set $A = w^T + lJ$ and $B = w - lJ$. Multiplying out,

$$AB = 1 - l\,w^TJ + l\,Jw - l^2J^2 = 1 - l(M + lJ^2),$$

$$BA = 1 + l\,wJ - l\,Jw^T - l^2J^2 = 1 - l(M' + lJ^2).$$

These are `factorization_before` and `factorization_after`. In both, the products are expanded by rewriting, and `module` collects the terms with their scalar coefficients.

For square matrices, $AB$ and $BA$ have the same characteristic polynomial; Mathlib supplies this as `Matrix.charpoly_mul_comm`. When $l \ne 0$, the matrices of interest are recovered by

$$M + lJ^2 = l^{-1}1 - l^{-1}AB, \qquad M' + lJ^2 = l^{-1}1 - l^{-1}BA.$$

The factor $-l^{-1}$ can be absorbed into $A$, so $-l^{-1}AB$ and $-l^{-1}BA$ still share their polynomial. This is `hswap` in the proof of `step_isospectral`. Adding $c\,1$ to a matrix $Z$ only shifts the argument:

$$\chi_{c1+Z}(t) = \det\big((t-c)1 - Z\big) = \chi_Z(t-c).$$

Equal polynomials therefore stay equal under a common shift. `charpoly_shift` proves this by comparing values at every real $t$, and `Polynomial.funext` turns equality of values into equality of polynomials. With $c = l^{-1}$, and with `hrec` performing the recovery above, the case $l \neq 0$ is complete.

When $l = 0$ the factorizations reduce to the orthogonality relations $w^Tw = 1$ and $ww^T = 1$, and carry no information about $M$. The claim is then that $wMw^T$ and $M$ have the same characteristic polynomial, which follows by moving $w$ cyclically and using $w^Tw = 1$. The proof separates the two cases with `by_cases`.

The trajectory theorem is an induction on $k$: the equation of motion replaces $M_{k+1}$ by $w_kM_kw_k^T$, the one-step theorem returns to $M_k$, and the induction hypothesis returns to $M_0$.

## Cancellation in the quadratic invariant

The conservation of $\operatorname{tr}(M^2J^2)$ is proved directly, without the characteristic polynomial. Orthogonality and the cyclic property of the trace give

$$\operatorname{tr}(M'^2J^2) = \operatorname{tr}(wM^2w^TJ^2) = \operatorname{tr}(M^2\,w^TJ^2w).$$

The definition of $M$ can be read as $w^TJ = M + Jw$ or as $Jw = w^TJ - M$. Using both,

$$\begin{aligned}
w^TJ^2w &= (w^TJ)(Jw) = (M + Jw)(w^TJ - M)\\
&= M(w^TJ - M) + Jww^TJ - JwM\\
&= MJw + J^2 - JwM.
\end{aligned}$$

Inserting this into the trace yields

$$\operatorname{tr}(M'^2J^2) = \operatorname{tr}(M^3Jw) + \operatorname{tr}(M^2J^2) - \operatorname{tr}(M^2JwM).$$

The first and last terms cancel by cyclicity. In the Lean proof, `key` is the formula for $w^TJ^2w$, `e1` simplifies the updated product, and `e2` inserts `key` into it. The last rewrite applies `Matrix.trace_mul_comm` to the first cubic term, which gives it the same form as the other one, and `ring` cancels the two equal real numbers.

## A trajectory whose momentum changes

The definition of a trajectory would be of little use if only constant momenta satisfied it. For any orthogonal $w$, the sequence $w, -w^T, w, -w^T, \dots$ is a solution. The momentum belonging to $-w^T$ is

$$(-w)J - J(-w^T) = Jw^T - wJ = M',$$

as the equation of motion demands, and the same calculation starting from $-w^T$ leads back to $M$. `alternating_isTrajectory` checks the even and odd steps separately.

`trajectory_witness` takes $J = \operatorname{diag}(1,2,3)$ and a cyclic permutation of the axes. With Lean's indices starting at 0, the $(0,1)$ entry of the momentum is $2$ at step 0 and $1$ at step 1, so the momentum really changes. The entries $(0,1), (0,2), (1,2)$ are $2, -1, 3$ before the step and $1, -3, 2$ after it; both sets give $\operatorname{tr}(M^2J^2) = -147$.

In this example $w$ is a proper rotation, while $-w^T$ has determinant $-1$. The sequence solves the discrete equation as defined, but it is not a motion that a real three-dimensional body could perform.
